# Electrons and holes gain equal energy at opposite distortions in a one-mode linear Jahn–Teller model

Take $g$ orbitals whose levels $x v_i$ are linear in one distortion coordinate $x$, with real slopes $v_i$ that sum to zero and are not all zero. Put $N$ spinless, non-interacting electrons into the lowest levels and add an elastic energy with stiffness $k>0$:

$$E_N(x)=\frac{k x^2}{2}+W_N(x),\qquad W_N(x)=\min_{|S|=N}\ \sum_{i\in S} x v_i .$$

Here $S$ runs over the sets of $N$ occupied orbitals. For $0<N<g$,

$$\min_x E_N(x)=-\frac{F^2}{2k}<0,\qquad E_{g-N}(x)=E_N(-x),$$

where $F=\max\{-W_N(1),\,-W_N(-1)\}$ is the larger of the electronic forces that drive the distortion in the two directions. So $N$ electrons and $N$ holes (that is, $g-N$ electrons) gain the same energy, at opposite values of $x$.

## Occupations and starting points in a relaxation

A code for this non-interacting, one-mode model that fills the lowest levels at each geometry evaluates $W_N$. The relation $E_{g-N}(x)=E_N(-x)$ then gives a consistency test: a run with $g-N$ electrons must reproduce the $N$-electron energy curve reflected in $x$. Passing it does not prove the code right: the relation still holds if both runs reverse the sign of every slope, or if both fill the highest levels instead of the lowest.

A relaxation can miss the global minimum. At $x=0$ all levels coincide. If the code spreads the electrons evenly, with occupation $N/g$ in each orbital, the force is $-(N/g)\sum_i v_i=0$ and the structure stays put, although $E_N$ is negative at small distortions of either sign. A start on the wrong side can end in the shallower of two wells. With $v=(1,1,-2)$ and $N=1$, the wells lie at $x=2/k$ with energy $-2/k$, and at $x=-1/k$ with energy $-1/(2k)$. The second is a minimum along $x$ only: the two lowest levels still coincide there, so a further mode that splits them linearly, if free to relax, would make this point unstable. With $N=2$ the deeper well is at $x=-2/k$, again with energy $-2/k$.

## Complementary fillings and two parabolas

**Electron–hole relation.** If $S$ has $N$ orbitals, its complement $S^c$ has $g-N$. Since the slopes sum to zero,

$$\sum_{i\in S^c}x v_i=-\sum_{i\in S}x v_i=\sum_{i\in S}(-x)v_i .$$

Taking complements matches the fillings with $g-N$ electrons one to one with those with $N$ electrons. Minimising both sides gives $W_{g-N}(x)=W_N(-x)$. The elastic term is even in $x$, so $E_{g-N}(x)=E_N(-x)$.

**Scaling.** For $c\ge 0$, every filling energy at $cx$ is $c$ times its value at $x$, hence $W_N(cx)=c\,W_N(x)$.

**Negative electronic energy.** Let $x\neq0$ and $0<N<g$, and let $S$ be an optimal filling. Moving an electron from $i\in S$ to $j\notin S$ cannot lower the energy, so $x v_i\le x v_j$. Suppose that $\sum_{i\in S}x v_i\ge0$.

- Some occupied $a$ then has $x v_a\ge0$. The empty levels sum to at most zero, so some empty $b$ has $x v_b\le0$.
- Every occupied level satisfies $x v_i\le x v_b\le0$, and every empty level satisfies $x v_j\ge x v_a\ge0$.
- The occupied sum is therefore both non-positive and non-negative, so it is zero, and so is the empty sum. Terms of one sign that sum to zero all vanish.

Thus $x v_i=0$ for all $i$, and $v=0$, a contradiction. Hence $W_N(x)<0$.

**Minimum.** Put $f_\pm=-W_N(\pm1)$, both positive. For $y\ge0$, scaling gives

$$E_N(\pm y)=\frac{k y^2}{2}-f_\pm y=\frac{k}{2}\left(y-\frac{f_\pm}{k}\right)^2-\frac{f_\pm^2}{2k}.$$

Each half-line has its minimum at $y=f_\pm/k$. The larger force gives the lower energy, $-F^2/(2k)$. Since $E_N(0)=0$, the minimum lies at a non-zero distortion.

**Empty and full shells.** $W_0=0$ because nothing is occupied, and $W_g=0$ because the slopes sum to zero. Only $k x^2/2$ remains.

## Lean file for the minimum and the electron–hole relation

```lean
import Mathlib

open Finset

namespace JahnTellerElectronHole

noncomputable section

variable {ι : Type*}

/-- Lowest energy of `N` spinless electrons in orbitals whose levels `x * v i` are linear in the
distortion `x`. The domain is `N` at most the number of orbitals, which is finite. -/
def electronicEnergy (v : ι → ℝ) (N : ℕ) (x : ℝ) : ℝ :=
  ⨅ s : {s : Finset ι // s.card = N}, ∑ i ∈ s.1, x * v i

/-- Total energy at distortion `x`: elastic energy with stiffness `k` plus the electronic energy
of `N` electrons. -/
def totalEnergy (k : ℝ) (v : ι → ℝ) (N : ℕ) (x : ℝ) : ℝ :=
  k * x ^ 2 / 2 + electronicEnergy v N x

/-- The larger of the electronic energy gains per unit distortion in the positive and in the
negative direction. -/
def drivingForce (v : ι → ℝ) (N : ℕ) : ℝ :=
  max (-electronicEnergy v N 1) (-electronicEnergy v N (-1))

variable [Fintype ι]

/-- The electronic energy is at most the energy of any chosen filling with `N` electrons. -/
theorem electronicEnergy_le (v : ι → ℝ) (x : ℝ) {N : ℕ} {s : Finset ι} (hs : s.card = N) :
    electronicEnergy v N x ≤ ∑ i ∈ s, x * v i :=
  ciInf_le (f := fun s : {s : Finset ι // s.card = N} => ∑ i ∈ s.1, x * v i)
    (Set.finite_range _).bddBelow ⟨s, hs⟩

/-- If there are at least `N` orbitals, some filling with `N` electrons attains the electronic
energy. -/
theorem exists_filling (v : ι → ℝ) (x : ℝ) {N : ℕ} (hN : N ≤ Fintype.card ι) :
    ∃ s : Finset ι, s.card = N ∧ electronicEnergy v N x = ∑ i ∈ s, x * v i := by
  obtain ⟨t, -, ht⟩ := Finset.exists_subset_card_eq (s := (Finset.univ : Finset ι)) (n := N)
    (by simpa using hN)
  have : Nonempty {s : Finset ι // s.card = N} := ⟨⟨t, ht⟩⟩
  obtain ⟨s, hs⟩ := exists_eq_ciInf_of_finite
    (f := fun s : {s : Finset ι // s.card = N} => ∑ i ∈ s.1, x * v i)
  exact ⟨s.1, s.2, hs.symm⟩

/-- Stretching the distortion by a factor `c ≥ 0` multiplies the electronic energy by `c`, if
there are at least `N` orbitals. -/
theorem electronicEnergy_scale (v : ι → ℝ) {N : ℕ} (hN : N ≤ Fintype.card ι) {c : ℝ}
    (hc : 0 ≤ c) (x : ℝ) : electronicEnergy v N (c * x) = c * electronicEnergy v N x := by
  have hmul : ∀ u : Finset ι, ∑ i ∈ u, c * x * v i = c * ∑ i ∈ u, x * v i := by
    intro u
    rw [Finset.mul_sum]
    exact Finset.sum_congr rfl (fun i _ => by ring)
  apply le_antisymm
  · obtain ⟨s, hs, he⟩ := exists_filling v x hN
    rw [he, ← hmul]
    exact electronicEnergy_le v (c * x) hs
  · obtain ⟨s, hs, he⟩ := exists_filling v (c * x) hN
    rw [he, hmul]
    exact mul_le_mul_of_nonneg_left (electronicEnergy_le v x hs) hc

/-- Electron-hole relation: if the level slopes sum to zero, `N` holes in a full shell of `g`
orbitals have at distortion `x` the total energy of `N` electrons at `-x`, for `N ≤ g`. -/
theorem totalEnergy_hole (k : ℝ) (v : ι → ℝ) (hv : ∑ i, v i = 0) {N : ℕ}
    (hN : N ≤ Fintype.card ι) (x : ℝ) :
    totalEnergy k v (Fintype.card ι - N) x = totalEnergy k v N (-x) := by
  classical
  -- the complement of an optimal filling is a filling for the mirrored distortion
  have key : ∀ (M L : ℕ) (y : ℝ), M + L = Fintype.card ι →
      electronicEnergy v M y ≤ electronicEnergy v L (-y) := by
    intro M L y hML
    obtain ⟨s, hs, he⟩ := exists_filling v (-y) (show L ≤ Fintype.card ι by omega)
    have hc : sᶜ.card = M := by
      rw [Finset.card_compl]
      omega
    have h := electronicEnergy_le v y hc
    have hsum : ∑ i ∈ s, y * v i + ∑ i ∈ sᶜ, y * v i = ∑ i, y * v i :=
      Finset.sum_add_sum_compl s _
    have hzero : ∑ i, y * v i = 0 := by rw [← Finset.mul_sum, hv, mul_zero]
    have hneg : ∑ i ∈ s, -y * v i = -∑ i ∈ s, y * v i := by
      simp [neg_mul, Finset.sum_neg_distrib]
    rw [he, hneg]
    linarith
  have h1 := key (Fintype.card ι - N) N x (by omega)
  have h2 := key N (Fintype.card ι - N) (-x) (by omega)
  rw [neg_neg] at h2
  rw [totalEnergy, totalEnergy, le_antisymm h1 h2]
  ring

/-- In a partly filled shell whose level slopes sum to zero and do not all vanish, every non-zero
distortion makes the electronic energy negative. -/
theorem electronicEnergy_neg (v : ι → ℝ) (hv : ∑ i, v i = 0) (hne : v ≠ 0) {N : ℕ}
    (hN0 : 0 < N) (hN : N < Fintype.card ι) {x : ℝ} (hx : x ≠ 0) :
    electronicEnergy v N x < 0 := by
  classical
  obtain ⟨s, hs, he⟩ := exists_filling v x hN.le
  by_contra hcon
  have hs0 : 0 ≤ ∑ i ∈ s, x * v i := by
    rw [← he]
    exact not_lt.mp hcon
  -- moving one electron to an empty orbital cannot lower the energy
  have hex : ∀ i ∈ s, ∀ j, j ∉ s → x * v i ≤ x * v j := by
    intro i hi j hjs
    have hj : j ∉ s.erase i := fun h => hjs (Finset.mem_of_mem_erase h)
    have hc : (insert j (s.erase i)).card = N := by
      rw [Finset.card_insert_of_notMem hj, Finset.card_erase_of_mem hi]
      omega
    have h1 := electronicEnergy_le v x hc
    rw [he, Finset.sum_insert hj] at h1
    have h2 : x * v i + ∑ l ∈ s.erase i, x * v l = ∑ l ∈ s, x * v l :=
      Finset.add_sum_erase s (fun l => x * v l) hi
    linarith
  have hsum : ∑ i ∈ s, x * v i + ∑ i ∈ sᶜ, x * v i = 0 := by
    rw [Finset.sum_add_sum_compl, ← Finset.mul_sum, hv, mul_zero]
  have hsne : s.Nonempty := Finset.card_pos.mp (by omega)
  have hcne : sᶜ.Nonempty := Finset.card_pos.mp (by rw [Finset.card_compl]; omega)
  obtain ⟨a, ha, ha0⟩ := Finset.exists_le_of_sum_le (f := fun _ => (0 : ℝ))
    (g := fun i => x * v i) hsne (by simpa using hs0)
  obtain ⟨b, hb, hb0⟩ := Finset.exists_le_of_sum_le (f := fun i => x * v i)
    (g := fun _ => (0 : ℝ)) hcne (by rw [Finset.sum_const_zero]; linarith)
  -- filled levels are now non-positive and empty ones non-negative, so all vanish
  have hin : ∀ i ∈ s, x * v i ≤ 0 := fun i hi =>
    (hex i hi b (Finset.mem_compl.mp hb)).trans hb0
  have hout : ∀ j ∈ sᶜ, 0 ≤ x * v j := fun j hj =>
    le_trans ha0 (hex a ha j (Finset.mem_compl.mp hj))
  have hz1 : ∑ i ∈ s, x * v i = 0 := le_antisymm (Finset.sum_nonpos hin) hs0
  have hz2 : ∑ i ∈ sᶜ, x * v i = 0 := by linarith
  apply hne
  funext i
  have hi : x * v i = 0 := by
    by_cases h : i ∈ s
    · exact (Finset.sum_eq_zero_iff_of_nonpos hin).mp hz1 i h
    · exact (Finset.sum_eq_zero_iff_of_nonneg hout).mp hz2 i (Finset.mem_compl.mpr h)
  exact (mul_eq_zero.mp hi).resolve_left hx

/-- For stiffness `k > 0` and a partly filled shell whose level slopes sum to zero and do not all
vanish, the minimum of the total energy is `-F ^ 2 / (2 * k)`, with `F` the driving force, and it
is negative. -/
theorem totalEnergy_minimum {k : ℝ} (hk : 0 < k) (v : ι → ℝ) (hv : ∑ i, v i = 0)
    (hne : v ≠ 0) {N : ℕ} (hN0 : 0 < N) (hN : N < Fintype.card ι) :
    IsLeast (Set.range (totalEnergy k v N)) (-(drivingForce v N) ^ 2 / (2 * k)) ∧
      -(drivingForce v N) ^ 2 / (2 * k) < 0 := by
  have hk' : k ≠ 0 := hk.ne'
  have e1 := electronicEnergy_neg v hv hne hN0 hN (x := 1) (by norm_num)
  have e2 := electronicEnergy_neg v hv hne hN0 hN (x := -1) (by norm_num)
  have f1 : -electronicEnergy v N 1 ≤ drivingForce v N := le_max_left _ _
  have f2 : -electronicEnergy v N (-1) ≤ drivingForce v N := le_max_right _ _
  have hpos : ∀ y : ℝ, 0 ≤ y → electronicEnergy v N y = y * electronicEnergy v N 1 := by
    intro y hy
    have h := electronicEnergy_scale v hN.le hy 1
    rwa [mul_one] at h
  have hneg : ∀ y : ℝ, 0 ≤ y → electronicEnergy v N (-y) = y * electronicEnergy v N (-1) := by
    intro y hy
    have h := electronicEnergy_scale v hN.le hy (-1)
    rwa [mul_neg_one] at h
  -- completing the square on a half-line
  have low : ∀ e y : ℝ, -e ≤ drivingForce v N → 0 ≤ y →
      -(drivingForce v N) ^ 2 / (2 * k) ≤ k * y ^ 2 / 2 + y * e := by
    intro e y he hy
    rw [div_le_iff₀ (by positivity)]
    nlinarith [sq_nonneg (k * y - drivingForce v N),
      mul_nonneg (sub_nonneg.mpr he) (mul_nonneg hk.le hy)]
  have att : ∀ e : ℝ, k * (-e / k) ^ 2 / 2 + -e / k * e = -(-e) ^ 2 / (2 * k) := by
    intro e
    have h : k * (-e / k) = -e := by field_simp
    rw [eq_div_iff (by positivity)]
    linear_combination (k * (-e / k) + e) * h
  refine ⟨⟨?_, ?_⟩, ?_⟩
  · rcases le_total (-electronicEnergy v N (-1)) (-electronicEnergy v N 1) with h | h
    · have hF : drivingForce v N = -electronicEnergy v N 1 := max_eq_left h
      refine ⟨-electronicEnergy v N 1 / k, ?_⟩
      rw [hF, totalEnergy, hpos _ (div_nonneg (by linarith) hk.le)]
      exact att _
    · have hF : drivingForce v N = -electronicEnergy v N (-1) := max_eq_right h
      refine ⟨-(-electronicEnergy v N (-1) / k), ?_⟩
      rw [hF, totalEnergy, hneg _ (div_nonneg (by linarith) hk.le)]
      linear_combination att (electronicEnergy v N (-1))
  · rintro _ ⟨x, rfl⟩
    rcases le_total 0 x with hx | hx
    · rw [totalEnergy, hpos x hx]
      exact low _ x f1 hx
    · have h := hneg (-x) (by linarith)
      rw [neg_neg] at h
      have h2 := low _ (-x) f2 (by linarith)
      rw [neg_sq] at h2
      rw [totalEnergy, h]
      exact h2
  · have hF : 0 < drivingForce v N := by linarith
    have hF2 := pow_pos hF 2
    exact div_neg_of_neg_of_pos (by linarith) (by positivity)

/-- For `k > 0`, `0 < N < g` and level slopes that sum to zero and do not all vanish, the total
energy has a negative global minimum at a non-zero distortion. A distortion `x` is optimal for `N`
electrons exactly when `-x` is optimal for `N` holes, and the two energies are equal. -/
theorem jahnTeller_electron_hole {k : ℝ} (hk : 0 < k) (v : ι → ℝ) (hv : ∑ i, v i = 0)
    (hne : v ≠ 0) {N : ℕ} (hN0 : 0 < N) (hN : N < Fintype.card ι) :
    (∃ x₀, x₀ ≠ 0 ∧ totalEnergy k v N x₀ < 0 ∧
      ∀ y, totalEnergy k v N x₀ ≤ totalEnergy k v N y) ∧
    ∀ x, totalEnergy k v (Fintype.card ι - N) (-x) = totalEnergy k v N x ∧
      ((∀ y, totalEnergy k v N x ≤ totalEnergy k v N y) ↔
        ∀ y, totalEnergy k v (Fintype.card ι - N) (-x) ≤
          totalEnergy k v (Fintype.card ι - N) y) := by
  have hole := totalEnergy_hole k v hv hN.le
  constructor
  · obtain ⟨⟨⟨x₀, hx₀⟩, hmin⟩, hlt⟩ := totalEnergy_minimum hk v hv hne hN0 hN
    have hlt' : totalEnergy k v N x₀ < 0 := by rw [hx₀]; exact hlt
    refine ⟨x₀, ?_, hlt', fun y => by rw [hx₀]; exact hmin ⟨y, rfl⟩⟩
    -- the undistorted structure has zero energy
    intro h0
    have hz := electronicEnergy_scale v hN.le (le_refl (0 : ℝ)) 1
    rw [zero_mul, zero_mul] at hz
    rw [h0, totalEnergy, hz] at hlt'
    norm_num at hlt'
  · intro x
    have hx : totalEnergy k v (Fintype.card ι - N) (-x) = totalEnergy k v N x := by
      rw [hole (-x), neg_neg]
    refine ⟨hx, fun h y => ?_, fun h y => ?_⟩
    · rw [hx, hole y]
      exact h (-y)
    · have h1 := h (-y)
      rw [hx, hole (-y), neg_neg] at h1
      exact h1

/-- For an empty shell, and for a full shell whose level slopes sum to zero, the total energy is
the elastic energy alone. -/
theorem totalEnergy_closed_shell (k : ℝ) (v : ι → ℝ) (hv : ∑ i, v i = 0) (x : ℝ) :
    totalEnergy k v 0 x = k * x ^ 2 / 2 ∧
      totalEnergy k v (Fintype.card ι) x = k * x ^ 2 / 2 := by
  have h0 : ∀ y, electronicEnergy v 0 y = 0 := by
    intro y
    obtain ⟨s, hs, he⟩ := exists_filling v y (Nat.zero_le (Fintype.card ι))
    rw [he, Finset.card_eq_zero.mp hs, Finset.sum_empty]
  have h := totalEnergy_hole k v hv (Nat.zero_le (Fintype.card ι)) x
  rw [Nat.sub_zero] at h
  constructor
  · rw [totalEnergy, h0 x, add_zero]
  · rw [h, totalEnergy, h0 (-x), add_zero, neg_sq]

end

end JahnTellerElectronHole
```

```lean
#print axioms JahnTellerElectronHole.jahnTeller_electron_hole
#print axioms JahnTellerElectronHole.totalEnergy_closed_shell
```

```
'JahnTellerElectronHole.jahnTeller_electron_hole' depends on axioms: [propext, Classical.choice, Quot.sound]
'JahnTellerElectronHole.totalEnergy_closed_shell' depends on axioms: [propext, Classical.choice, Quot.sound]
```

## What the theorems say about one mode and independent electrons

The finite type `ι` labels the orbitals, `Fintype.card ι` is $g$, and `v i` is the slope $v_i$. The definitions `electronicEnergy`, `totalEnergy` and `drivingForce` are $W_N$, $E_N$ and $F$. The first is written as an infimum over fillings, which `exists_filling` shows to be attained when $N\le g$.

In `totalEnergy_minimum`, `IsLeast (Set.range (totalEnergy k v N))` means that the stated value is taken at some distortion and is a lower bound at all others. The expression `-(drivingForce v N) ^ 2` is read as $-(F^2)$.

The theorem `jahnTeller_electron_hole` provides a non-zero global minimiser with negative energy. It also says that $E_{g-N}(-x)=E_N(x)$ for every $x$, and that $x$ minimises $E_N$ exactly when $-x$ minimises $E_{g-N}$. It does not say that the minimiser is unique: when $f_+=f_-$ there are two. The position of the wells and the comments on relaxation rest on the derivation in prose.

The hypotheses carry the physics:

- `hv` says that the average level of the shell does not move with $x$, as for a degenerate shell coupled linearly to a symmetry-breaking mode.
- `hne` says that the mode splits the shell. Whether a molecule has such a mode is a question of symmetry, which the Jahn–Teller theorem addresses; here the coupling is an input.
- `hk` says that the lattice or molecular frame resists the distortion harmonically. The same `k` and `v` serve for $N$ and $g-N$ electrons, so changes of stiffness or coupling with charge are left out.

The model also leaves out electron repulsion, quadratic coupling, several modes acting together, and nuclear quantum motion. Spin can be included by letting `ι` label spin orbitals, provided that the electrons remain independent.

## Exchange, scaling and the square in the Lean proof

`electronicEnergy_le` bounds $W_N$ by the energy of any filling. Together with `exists_filling`, it gives `electronicEnergy_scale` as two inequalities.

In `totalEnergy_hole`, the step `key` takes the complement of an optimal filling and yields one inequality. Using it twice, with the roles of $N$ and $g-N$ exchanged, gives equality.

`electronicEnergy_neg` follows the exchange argument above. `hex` is the comparison of occupied and empty levels, `a` and `b` are the two special orbitals, and `hin` and `hout` fix the signs.

In `totalEnergy_minimum`, `hpos` and `hneg` reduce the two half-lines to $W_N(1)$ and $W_N(-1)$. The step `low` proves the lower bound: `nlinarith` receives the square $(ky-F)^2\ge0$ and the product that expresses $f_\pm\le F$. The step `att` evaluates the energy at $y=f_\pm/k$, and a case distinction picks the larger force.

`jahnTeller_electron_hole` combines this minimum with the hole relation and excludes $x=0$ because the energy there is zero. `totalEnergy_closed_shell` computes the empty shell directly and obtains the full one from the hole relation.
